# The random-alloy average of a cluster property follows Vegard's line exactly when the property is linear in the number of B atoms

Take a pair of neighbouring sites in a random alloy of A and B atoms, with a fraction x of B. The pair is AA with probability (1−x)², mixed with probability 2x(1−x), and BB with probability x². If a property has the values P_0, P_1, P_2 on pairs with 0, 1, 2 B atoms, and these values do not change with x, its average is

(1−x)² P_0 + 2x(1−x) P_1 + x² P_2.

Vegard's line is x P_2 + (1−x) P_0. Since (1−x)² − (1−x) = −x(1−x) and x² − x = −x(1−x), the average minus the line is

x(1−x) (2P_1 − P_0 − P_2).

At any mixed composition this vanishes only if P_1 = (P_0 + P_2)/2. The bowing of this average therefore measures how far the mixed pair lies from the mean of the pure ones. For clusters of n sites, the property must be linear in the number of B atoms if the average follows the line at all compositions, and agreement at n−1 different mixed compositions is already enough.

## Random occupation and fixed cluster properties

Each site carries a B atom with probability x, independently of the others. An n-site cluster then contains k B atoms with probability

W_k(x) = C(n,k) x^k (1−x)^(n−k).

The property P_k depends only on k, not on x. Relaxation of the cluster with the overall composition is thus left out. If the property also depends on the arrangement of the atoms, P_k can be read as its mean over the arrangements with k B atoms, which are equally probable here.

```lean
import Mathlib

open Polynomial

namespace VegardClusterAverage

noncomputable section
```

In Lean the weight is `clusterWeight n k x`, with 0^0 = 1 at the pure compositions. The property is a function `P : ℕ → ℝ`, of which the average uses only the values from 0 to n.

```lean
/-- Probability that an `n`-site cluster of a random alloy with composition `x`
contains exactly `k` B atoms. -/
def clusterWeight (n k : ℕ) (x : ℝ) : ℝ :=
  (n.choose k : ℝ) * x ^ k * (1 - x) ^ (n - k)

/-- Random-alloy average of a property taking the value `P k` on clusters with `k` B atoms. -/
def randomAverage (n : ℕ) (P : ℕ → ℝ) (x : ℝ) : ℝ :=
  ∑ k ∈ Finset.range (n + 1), clusterWeight n k x * P k
```

Write A(x) = Σ_k W_k(x) P_k for the average and L(x) = x P_n + (1−x) P_0 for the line. The distance of a single cluster from the lever rule, multiplied by n, is

D_k = n P_k − ((n−k) P_0 + k P_n).

```lean
/-- Vegard's line: linear interpolation in composition between the two pure clusters. -/
def vegardLine (n : ℕ) (P : ℕ → ℝ) (x : ℝ) : ℝ := x * P n + (1 - x) * P 0

/-- Departure of the cluster property `P k` from the lever rule, multiplied by `n`. -/
def leverDeviation (n : ℕ) (P : ℕ → ℝ) (k : ℕ) : ℝ :=
  n * P k - ((n - k) * P 0 + k * P n)
```

Randomness enters the derivation first through two sums. The binomial theorem gives

Σ_k W_k = (x + (1−x))^n = 1.

For n ≥ 1, the identity k C(n,k) = n C(n−1,k−1) gives

Σ_k k W_k = n x Σ_{k≥1} C(n−1,k−1) x^(k−1) (1−x)^(n−k) = n x,

and for n = 0 both sides are zero. The Lean proofs obtain both sums by evaluating Mathlib's identities for Bernstein polynomials at x.

```lean
/-- The cluster probabilities sum to one. -/
theorem clusterWeight_sum (n : ℕ) (x : ℝ) :
    ∑ k ∈ Finset.range (n + 1), clusterWeight n k x = 1 := by
  have h := congrArg (Polynomial.eval x) (bernsteinPolynomial.sum ℝ n)
  simp only [eval_finsetSum, bernsteinPolynomial, eval_mul, eval_natCast, eval_pow,
    eval_sub, eval_one, eval_X] at h
  exact h

/-- The mean number of B atoms in an `n`-site cluster is `n x`. -/
theorem clusterWeight_mean (n : ℕ) (x : ℝ) :
    ∑ k ∈ Finset.range (n + 1), clusterWeight n k x * k = n * x := by
  have h := congrArg (Polynomial.eval x) (bernsteinPolynomial.sum_smul ℝ n)
  simp only [eval_finsetSum, nsmul_eq_mul, bernsteinPolynomial, eval_mul, eval_natCast,
    eval_pow, eval_sub, eval_one, eval_X] at h
  refine Eq.trans (Finset.sum_congr rfl fun k _ => ?_) h
  simp only [clusterWeight]
  ring
```

Since D_k = n P_k − n P_0 + k (P_0 − P_n), averaging gives

Σ_k W_k D_k = n A(x) − n P_0 + n x (P_0 − P_n) = n (A(x) − L(x)).

The next proof splits the sum into the same three parts and inserts the two previous results.

```lean
/-- The average lever deviation is `n` times the departure of the alloy from Vegard's line. -/
theorem randomAverage_leverDeviation (n : ℕ) (P : ℕ → ℝ) (x : ℝ) :
    randomAverage n (leverDeviation n P) x
      = n * (randomAverage n P x - vegardLine n P x) := by
  have h : randomAverage n (leverDeviation n P) x
      = n * (∑ k ∈ Finset.range (n + 1), clusterWeight n k x * P k)
        - n * P 0 * (∑ k ∈ Finset.range (n + 1), clusterWeight n k x)
        + (P 0 - P n) * (∑ k ∈ Finset.range (n + 1), clusterWeight n k x * k) := by
    rw [Finset.mul_sum, Finset.mul_sum, Finset.mul_sum, ← Finset.sum_sub_distrib,
      ← Finset.sum_add_distrib]
    refine Finset.sum_congr rfl fun k _ => ?_
    simp only [leverDeviation]
    ring
  rw [h, clusterWeight_sum, clusterWeight_mean]
  simp only [randomAverage, vegardLine]
  ring
```

Without randomness, one direction survives and the other can fail. Let mixed pairs have probability w at fixed composition x. The departure from the line becomes w (P_1 − (P_0 + P_2)/2). A linear property still follows the line, but in a fully segregated alloy, where w = 0, every property does. This comparison is an argument by hand, whereas the theorems here concern binomial weights only.

## A cluster with at least one site

For n ≥ 1, the definition of D_k can be rewritten as

D_k = n (P_k − P_0 − (k/n)(P_n − P_0)),

so D_k = 0 is the same as the linear law for P_k. The hypothesis `hn : n ≠ 0` permits the cancellation of n. Without it the equivalence fails: for n = 0 every D_k is zero, while the right-hand side, with Lean's convention k/0 = 0, would demand P_k = P_0.

```lean
/-- For a cluster with at least one site, the lever deviation vanishes exactly when `P k`
is the linear interpolation between the pure clusters. -/
theorem leverDeviation_eq_zero_iff {n : ℕ} (hn : n ≠ 0) (P : ℕ → ℝ) (k : ℕ) :
    leverDeviation n P k = 0 ↔ P k = P 0 + (k / n : ℝ) * (P n - P 0) := by
  have hn' : (n : ℝ) ≠ 0 := Nat.cast_ne_zero.mpr hn
  have hc : (k : ℝ) / n * n = k := div_mul_cancel₀ _ hn'
  have e : leverDeviation n P k
      = n * (P k - (P 0 + (k / n : ℝ) * (P n - P 0))) := by
    unfold leverDeviation
    linear_combination (P n - P 0) * hc
  rw [e, mul_eq_zero, sub_eq_zero]
  exact ⟨fun h => h.resolve_left hn', Or.inr⟩
```

The main criterion needs no such hypothesis, because it states the linear law only for 1 ≤ k ≤ n. That range is empty when n = 0, and the case k = 0 would only say P_0 = P_0.

## Agreement at every composition

The step from averages back to individual clusters is made here with the averages at all mixed compositions. Suppose Σ_k W_k(x) D_k = 0 for all 0 < x < 1. Put t = x/(1−x), the ratio of B to A atoms, so that x = t/(1+t) and 1−x = 1/(1+t). Then

(1+t)^n W_k(x) = C(n,k) t^k,

and hence

Σ_k C(n,k) D_k t^k = 0 for every t > 0.

A polynomial with infinitely many zeros has only zero coefficients. Since C(n,k) ≠ 0 for k ≤ n, every D_k vanishes.

In the Lean proof `p` is this polynomial in t, and `key` shows that it vanishes for positive t. The equations `ha`, `hb` and `hs` distribute the factor (1+t)^n over the powers of x and 1−x. The last part reads off the coefficient of t^k. The argument holds for any function `D`, not only for lever deviations.

```lean
/-- If the random-alloy average of `D` vanishes at every mixed composition, then `D`
vanishes on every cluster. -/
theorem eq_zero_of_randomAverage_eq_zero {n : ℕ} {D : ℕ → ℝ}
    (h : ∀ x ∈ Set.Ioo (0 : ℝ) 1, randomAverage n D x = 0) : ∀ k ≤ n, D k = 0 := by
  obtain ⟨p, hp⟩ : ∃ p : ℝ[X], p = ∑ k ∈ Finset.range (n + 1),
    C ((n.choose k : ℝ) * D k) * X ^ k := ⟨_, rfl⟩
  -- with t = x / (1 - x), the average times (1 + t) ^ n is the polynomial p in t
  have key : ∀ t : ℝ, 0 < t → p.eval t = 0 := by
    intro t ht
    obtain ⟨x, hx, hx1, hx2⟩ : ∃ x ∈ Set.Ioo (0 : ℝ) 1,
        (1 + t) * x = t ∧ (1 + t) * (1 - x) = 1 := by
      have ht' : 1 + t ≠ 0 := by positivity
      have h1 : (1 + t) * (t / (1 + t)) = t := by field_simp
      refine ⟨t / (1 + t), ⟨by positivity, ?_⟩, h1, by linear_combination -h1⟩
      rw [div_lt_one (by positivity)]
      linarith
    have e : p.eval t = (1 + t) ^ n * randomAverage n D x := by
      rw [hp, eval_finsetSum, randomAverage, Finset.mul_sum]
      refine Finset.sum_congr rfl fun k hk => ?_
      have hkn : k ≤ n := Nat.lt_succ_iff.mp (Finset.mem_range.mp hk)
      have ha : (1 + t) ^ k * x ^ k = t ^ k := by rw [← mul_pow, hx1]
      have hb : (1 + t) ^ (n - k) * (1 - x) ^ (n - k) = 1 := by
        rw [← mul_pow, hx2, one_pow]
      have hs : (1 + t) ^ n = (1 + t) ^ k * (1 + t) ^ (n - k) := by
        rw [← pow_add, Nat.add_sub_of_le hkn]
      simp only [eval_mul, eval_C, eval_pow, eval_X, clusterWeight]
      calc (n.choose k : ℝ) * D k * t ^ k
          = (n.choose k : ℝ) * D k * ((1 + t) ^ k * x ^ k)
            * ((1 + t) ^ (n - k) * (1 - x) ^ (n - k)) := by rw [ha, hb, mul_one]
        _ = (1 + t) ^ k * (1 + t) ^ (n - k)
            * ((n.choose k : ℝ) * x ^ k * (1 - x) ^ (n - k) * D k) := by ring
        _ = _ := by rw [← hs]
    rw [e, h x hx, mul_zero]
  have hp0 : p = 0 := Polynomial.eq_zero_of_infinite_isRoot p
    ((Set.Ioi_infinite (0 : ℝ)).mono fun t ht => key t ht)
  intro k hk
  -- read off the coefficient of t ^ k
  have hc : p.coeff k = (n.choose k : ℝ) * D k := by
    rw [hp, Polynomial.finsetSum_coeff]
    simp only [coeff_C_mul, coeff_X_pow]
    rw [Finset.sum_eq_single k]
    · simp
    · intro b _ hb
      simp [Ne.symm hb]
    · intro hk'
      exact absurd (Finset.mem_range.mpr (by omega)) hk'
  rw [hp0, coeff_zero] at hc
  have hch : (n.choose k : ℝ) ≠ 0 := Nat.cast_ne_zero.mpr (Nat.choose_pos hk).ne'
  exact (mul_eq_zero.mp hc.symm).resolve_left hch
```

The criterion `vegard_iff_linear` says that, for every natural number n and every real-valued P, the average equals Vegard's line at all x in the closed interval [0,1] if and only if

P_k = P_0 + (k/n)(P_n − P_0) for all k with 1 ≤ k ≤ n.

From left to right, agreement makes the average of the D_k zero, and the previous result makes each D_k zero. Only the mixed compositions are used. From right to left, the linear law makes every D_k zero, so n (A(x) − L(x)) = 0, and n is cancelled. For n = 0 the average and the line are both P_0, which the proof treats separately.

```lean
/-- Vegard criterion: the random-alloy average follows Vegard's line at all compositions
if and only if the cluster property is linear in the number of B atoms. -/
theorem vegard_iff_linear (n : ℕ) (P : ℕ → ℝ) :
    (∀ x ∈ Set.Icc (0 : ℝ) 1, randomAverage n P x = vegardLine n P x) ↔
      ∀ k, 1 ≤ k → k ≤ n → P k = P 0 + (k / n : ℝ) * (P n - P 0) := by
  constructor
  · intro h k hk hkn
    refine (leverDeviation_eq_zero_iff (by omega) P k).mp
      (eq_zero_of_randomAverage_eq_zero (fun x hx => ?_) k hkn)
    rw [randomAverage_leverDeviation, h x ⟨hx.1.le, hx.2.le⟩, sub_self, mul_zero]
  · intro h x _
    rcases Nat.eq_zero_or_pos n with rfl | hn
    · simp only [randomAverage, clusterWeight, vegardLine]
      simp
      ring
    · have h0 : randomAverage n (leverDeviation n P) x = 0 := by
        refine Finset.sum_eq_zero fun k hk => ?_
        have hkn : k ≤ n := Nat.lt_succ_iff.mp (Finset.mem_range.mp hk)
        have hd : leverDeviation n P k = 0 := by
          rcases Nat.eq_zero_or_pos k with rfl | hk0
          · simp [leverDeviation]
          · exact (leverDeviation_eq_zero_iff hn.ne' P k).mpr (h k hk0 hkn)
        rw [hd, mul_zero]
      rw [randomAverage_leverDeviation] at h0
      have hn' : (n : ℝ) ≠ 0 := Nat.cast_ne_zero.mpr hn.ne'
      exact sub_eq_zero.mp ((mul_eq_zero.mp h0).resolve_left hn')
```

For an independently occupied lattice with composition-independent cluster properties, a departure of the cluster average from Vegard's line at even one composition thus shows that P_k is not linear in k. For a measured property this conclusion also requires that the property is such an average.

## Agreement at only some compositions

Agreement on the whole interval is more than is needed. At x = 0 only W_0 is nonzero, and at x = 1 only W_n, so the average always meets the line at the two pure compositions.

```lean
/-- At the two pure compositions the average is the property of the pure cluster. -/
theorem randomAverage_pure (n : ℕ) (P : ℕ → ℝ) :
    randomAverage n P 0 = P 0 ∧ randomAverage n P 1 = P n := by
  constructor
  · rw [randomAverage, Finset.sum_eq_single 0]
    · simp [clusterWeight]
    · intro k _ hk
      simp [clusterWeight, hk]
    · intro h
      exact absurd (Finset.mem_range.mpr (by omega)) h
  · rw [randomAverage, Finset.sum_eq_single n]
    · simp [clusterWeight]
    · intro k hk hkn
      have hk' := Finset.mem_range.mp hk
      have h0 : n - k ≠ 0 := by omega
      rw [clusterWeight, sub_self, zero_pow h0, mul_zero, zero_mul]
    · intro h
      exact absurd (Finset.mem_range.mpr (by omega)) h
```

The polynomial

q(x) = Σ_k D_k C(n,k) x^k (1−x)^(n−k) = n (A(x) − L(x))

has degree at most n and vanishes at 0 and 1. If A and L also agree at n−1 distinct mixed compositions, q has at least n+1 zeros and is the zero polynomial. All D_k then vanish as before.

In Lean the compositions form a finite set `S`. The hypothesis `hS` places them strictly between 0 and 1, and `hcard` says that there are at least n−1 of them. Both matter: the pure compositions are already counted, and listing them in `S` would add no information. In the proof, `he` identifies the values of `q`, `hdeg` bounds its degree, and `hq0` counts the zeros after 0 and 1 have been inserted into `S`. For n = 1 the set may be empty, since the linear law then holds for any P_0 and P_1.

```lean
/-- Agreement with Vegard's line at `n - 1` distinct mixed compositions already forces the
cluster property to be linear in the number of B atoms. -/
theorem linear_of_vegard_on_finset {n : ℕ} {P : ℕ → ℝ} (S : Finset ℝ)
    (hS : ∀ x ∈ S, x ∈ Set.Ioo (0 : ℝ) 1) (hcard : n ≤ S.card + 1)
    (h : ∀ x ∈ S, randomAverage n P x = vegardLine n P x) :
    ∀ k, 1 ≤ k → k ≤ n → P k = P 0 + (k / n : ℝ) * (P n - P 0) := by
  obtain ⟨q, hq⟩ : ∃ q : ℝ[X], q = ∑ k ∈ Finset.range (n + 1),
    C ((n.choose k : ℝ) * leverDeviation n P k) * X ^ k * (1 - X) ^ (n - k) := ⟨_, rfl⟩
  have he : ∀ x, q.eval x = n * (randomAverage n P x - vegardLine n P x) := by
    intro x
    rw [← randomAverage_leverDeviation, hq, eval_finsetSum, randomAverage]
    refine Finset.sum_congr rfl fun k _ => ?_
    simp only [eval_mul, eval_C, eval_pow, eval_sub, eval_one, eval_X, clusterWeight]
    ring
  have hdeg : q.natDegree ≤ n := by
    rw [hq]
    refine natDegree_sum_le_of_forall_le _ _ fun k hk => ?_
    have hk' := Finset.mem_range.mp hk
    have h1 := natDegree_C_mul_X_pow_le ((n.choose k : ℝ) * leverDeviation n P k) k
    have h3 : (1 - X : ℝ[X]).natDegree ≤ 1 := by compute_degree
    have h2 : ((1 - X : ℝ[X]) ^ (n - k)).natDegree ≤ n - k :=
      natDegree_pow_le.trans ((Nat.mul_le_mul_left _ h3).trans (mul_one _).le)
    exact natDegree_mul_le.trans ((add_le_add h1 h2).trans (by omega))
  -- the two pure compositions supply two further zeros
  have h1S : (1 : ℝ) ∉ S := fun hm => lt_irrefl _ (hS 1 hm).2
  have h0S : (0 : ℝ) ∉ insert (1 : ℝ) S := by
    intro hm
    rcases Finset.mem_insert.mp hm with h0 | h0
    · exact zero_ne_one h0
    · exact lt_irrefl _ (hS 0 h0).1
  have hq0 : q = 0 := by
    refine Polynomial.eq_zero_of_natDegree_lt_card_of_eval_eq_zero' q
      (insert 0 (insert 1 S)) (fun x hx => ?_) ?_
    · rw [he]
      rcases Finset.mem_insert.mp hx with rfl | hx
      · rw [(randomAverage_pure n P).1, vegardLine]
        ring
      · rcases Finset.mem_insert.mp hx with rfl | hx
        · rw [(randomAverage_pure n P).2, vegardLine]
          ring
        · rw [h x hx, sub_self, mul_zero]
    · rw [Finset.card_insert_of_notMem h0S, Finset.card_insert_of_notMem h1S]
      omega
  intro k hk hkn
  refine (leverDeviation_eq_zero_iff (by omega) P k).mp
    (eq_zero_of_randomAverage_eq_zero (fun x _ => ?_) k hkn)
  rw [randomAverage_leverDeviation, ← he, hq0, eval_zero]
```

With fewer compositions the conclusion can fail. Let a three-site cluster have the values 0, 1, −1, 0 for k = 0, 1, 2, 3. Vegard's line is zero, and the average is

3x(1−x)² − 3x²(1−x) = 3x(1−x)(1−2x).

It vanishes at x = 1/2, although the linear law would require P_1 = 0. In this three-site model, the average at the equimolar composition is the same as for the property that is zero on every cluster, so this average alone does not tell the two apart.

```lean
/-- A three-site cluster property with values `0, 1, -1, 0`. -/
def oddCluster (k : ℕ) : ℝ := if k = 1 then 1 else if k = 2 then -1 else 0
```

The theorem checks both parts by direct evaluation: at x = 1/2 the two mixed terms are 3/8 and −3/8.

```lean
/-- The random-alloy average of the property `0, 1, -1, 0` meets Vegard's line at the equimolar
composition, although the property is not linear in the number of B atoms. -/
theorem equimolar_not_sufficient :
    randomAverage 3 oddCluster (1 / 2) = vegardLine 3 oddCluster (1 / 2) ∧
      oddCluster 1 ≠ oddCluster 0 + (1 / 3 : ℝ) * (oddCluster 3 - oddCluster 0) := by
  constructor
  · norm_num [randomAverage, vegardLine, clusterWeight, oddCluster,
      Finset.sum_range_succ, Nat.choose]
  · norm_num [oddCluster]
```

For pairs, n−1 = 1, and a single mixed composition is enough. This is the opening calculation, which Lean confirms for every real x by expanding the three terms.

```lean
/-- For pair clusters the departure from Vegard's line is `x (1 - x)` times
`2 P 1 - P 0 - P 2`. -/
theorem pair_bowing (P : ℕ → ℝ) (x : ℝ) :
    randomAverage 2 P x = vegardLine 2 P x + x * (1 - x) * (2 * P 1 - P 0 - P 2) := by
  simp only [randomAverage, vegardLine, clusterWeight, Finset.sum_range_succ,
    Finset.sum_range_zero]
  norm_num [Nat.choose]
  ring

end

end VegardClusterAverage
```

```lean
#print axioms VegardClusterAverage.vegard_iff_linear
-- 'VegardClusterAverage.vegard_iff_linear' depends on axioms: [propext, Classical.choice, Quot.sound]
#print axioms VegardClusterAverage.linear_of_vegard_on_finset
-- 'VegardClusterAverage.linear_of_vegard_on_finset' depends on axioms: [propext, Classical.choice, Quot.sound]
#print axioms VegardClusterAverage.equimolar_not_sufficient
-- 'VegardClusterAverage.equimolar_not_sufficient' depends on axioms: [propext, Classical.choice, Quot.sound]
#print axioms VegardClusterAverage.pair_bowing
-- 'VegardClusterAverage.pair_bowing' depends on axioms: [propext, Classical.choice, Quot.sound]
```
